# Total weight of the configurations with given species on two different sites in competitive Langmuir adsorption

In this model of competitive Langmuir adsorption, each of `N` non-interacting sites is empty, with weight 1, or holds one particle from a finite set of species, with real weight `x i` for species `i`. The lemma `sum_weight_pair` takes the total weight of the configurations with species `i` on site `s` and species `j` on a different site `t`, and states that this total times `(1 + ∑ x) ^ 2` equals `x i * x j * (1 + ∑ x) ^ N`. The weights are unnormalised; divided by the sum over all configurations, `(1 + ∑ x) ^ N`, the total becomes `x i * x j / (1 + ∑ x) ^ 2`, provided `1 + ∑ x` is not zero. The proof writes each summand as a product over sites, turns the sum of products into a product of one-site sums, and evaluates these site by site.

An attempt in Lean 4 with a fault in it:

```lean
import Mathlib

open Finset

namespace CompetitiveLangmuir

noncomputable section

variable {ι : Type*} [Fintype ι] [DecidableEq ι] {N : ℕ}

/-- Weight of one site: `1` if empty, `x i` if it holds species `i`. -/
def siteWeight (x : ι → ℝ) : Option ι → ℝ
  | none => 1
  | some i => x i

/-- Occupation indicator: `1` if the site holds species `i`, otherwise `0`. -/
def occ (i : ι) (a : Option ι) : ℝ := if a = some i then 1 else 0

/-- The sum of the weights of all states of one site. -/
def siteSum (x : ι → ℝ) : ℝ := 1 + ∑ k, x k

/-- Weight of a configuration of `N` independent sites. -/
def weight (x : ι → ℝ) (σ : Fin N → Option ι) : ℝ := ∏ s, siteWeight x (σ s)

omit [DecidableEq ι] in
/-- A sum over configurations of a product over sites is a product of one-site sums. -/
theorem sum_prod (f : Fin N → Option ι → ℝ) :
    ∑ σ : Fin N → Option ι, ∏ s, f s (σ s) = ∏ s, ∑ a, f s a := by
  rw [Finset.prod_univ_sum, Fintype.piFinset_univ]

/-- The one-site weights sum to `1 + ∑ x`, and those with species `i` present to `x i`. -/
theorem site_sums (x : ι → ℝ) : (∑ a, siteWeight x a = siteSum x) ∧
    ∀ i, ∑ a, siteWeight x a * occ i a = x i := by
  constructor
  · simp [Fintype.sum_option, siteWeight, siteSum]
  · intro i
    simp [siteWeight, occ]

/-- The total weight of the configurations with species `i` on site `s` and `j` on a different site
`t`, multiplied by `(1 + ∑ x) ^ 2`, is `x i * x j * (1 + ∑ x) ^ N`. -/
theorem sum_weight_pair (x : ι → ℝ) (i j : ι) {s t : Fin N} (hst : s ≠ t) :
    (∑ σ, weight x σ * (occ i (σ s) * occ j (σ t))) * siteSum x ^ 2 =
      x i * x j * siteSum x ^ N := by
  have h : ∀ σ : Fin N → Option ι, weight x σ * (occ i (σ s) * occ j (σ t)) =
      ∏ r, (siteWeight x (σ r) *
        ((if r = s then occ i (σ r) else 1) * (if r = t then occ j (σ r) else 1))) := by
    intro σ
    simp [prod_mul_distrib, weight]
  have e : ∀ r, (∑ a, siteWeight x a *
      ((if r = s then occ i a else 1) * (if r = t then occ j a else 1))) *
      ((if r = s then siteSum x else 1) * (if r = t then siteSum x else 1)) =
      siteSum x * ((if r = s then x i else 1) * (if r = t then x j else 1)) := by
    intro r
    by_cases hr : r = s
    · have ht : r ≠ t := fun h => hst (hr.symm.trans h)
      simp only [if_pos hr, if_neg ht, mul_one, (site_sums x).2]
      ring
    · by_cases ht : r = t
      · simp only [if_neg hr, if_pos ht, one_mul, (site_sums x).2]
        ring
      · simp only [if_neg hr, if_neg ht, mul_one, (site_sums x).1]
  have p := Finset.prod_congr rfl (fun r (_ : r ∈ Finset.univ) => e r)
  simp only [prod_mul_distrib, prod_ite_eq', mem_univ, if_true, prod_const, card_univ,
    Fintype.card_fin] at p
  simp only [h]
  rw [sum_prod (fun r a => siteWeight x a *
    ((if r = s then occ i a else 1) * (if r = t then occ j a else 1))), pow_two, p]
  ring

end

end CompetitiveLangmuir
```

The error:

```
Main.lean:46:86: error: unsolved goals
ι : Type u_1
inst✝¹ : Fintype ι
inst✝ : DecidableEq ι
N : ℕ
x : ι → ℝ
i j : ι
s t : Fin N
hst : s ≠ t
σ : Fin N → Option ι
⊢ (∏ s, siteWeight x (σ s)) * (occ i (σ s) * occ j (σ t)) =
    ∏ x_1,
      if x_1 = t then
        if x_1 = s then siteWeight x (σ x_1) * (occ i (σ x_1) * occ j (σ x_1)) else siteWeight x (σ x_1) * occ j (σ x_1)
      else if x_1 = s then siteWeight x (σ x_1) * occ i (σ x_1) else siteWeight x (σ x_1)
Main.lean:48:10: warning: This simp argument is unused:
  prod_mul_distrib

Hint: Omit it from the simp argument list.
  [apply] simp [weight]

Note: This linter can be disabled with `set_option linter.unusedSimpArgs false`
```

The error is in the auxiliary fact `h`, which writes the weight times the two occupation indicators as one product over sites. `prod_mul_distrib` was meant to split that product into three, but it needs a multiplication directly under the `∏`. Plain `simp` simplifies the inside of the product first, and its default lemmas move the multiplications into the branches of the `if`s. The body is then a nested `if`, as the unsolved goal shows, and `prod_mul_distrib` no longer matches. The warning that this argument is unused has the same cause; dropping the lemma, as the hint suggests, would not prove the goal.

The repair uses `simp only`, whose list has no lemma that moves multiplication into an `if`, so the product does split. `prod_ite_eq'` then reduces each product of an `if` with `1` in its other branch to its value at `s` or `t`, under a membership condition that `mem_univ` and `if_true` remove. With `weight` unfolded as before, the two sides agree.

The repair, with which the file compiles:

```diff
@@ -46,5 +46,5 @@
         ((if r = s then occ i (σ r) else 1) * (if r = t then occ j (σ r) else 1))) := by
     intro σ
-    simp [prod_mul_distrib, weight]
+    simp only [prod_mul_distrib, prod_ite_eq', mem_univ, if_true, weight]
   have e : ∀ r, (∑ a, siteWeight x a *
       ((if r = s then occ i a else 1) * (if r = t then occ j a else 1))) *
```
